# Position moments of a harmonic-oscillator eigenstate from its energy and norm

Let $X$ and $P$ be the position and momentum of a harmonic oscillator in units $\hbar=m=\omega=1$, so that $XP-PX=i$, and let $\tfrac12(P^2+X^2)\psi=E\psi$. Write $\langle A\rangle=\langle\psi,A\psi\rangle$. The product $XP$ has the commutator

$$[P^2+X^2,\,XP]=2iX^2-2iP^2 .$$

Its expectation value is zero, because $P^2+X^2$ can act to the left in one term and to the right in the other, giving $2E$ both times. Hence $\langle X^2\rangle=\langle P^2\rangle$. The two add up to $2E\|\psi\|^2$, so $\langle X^2\rangle=E\|\psi\|^2$, without any wavefunction or integral. Replacing $XP$ by $X^kP$ reaches the higher moments. For a single harmonic mode, the results can check numerically computed vibrational states.

## The oscillator without a wavefunction

The state lives in a complex inner-product space `V`, and operators are linear maps defined on all of `V`, elements of `Module.End ℂ V`. A suitable space is that of Schwartz functions, which both operators map into itself; questions about domains in the full Hilbert space do not arise.

```lean
import Mathlib

noncomputable section

namespace OscillatorMoments

variable {V W : Type*} [NormedAddCommGroup V] [InnerProductSpace ℂ V]
  [NormedAddCommGroup W] [InnerProductSpace ℂ W]
```

The expectation value is linear in the operator and is not divided by $\|\psi\|^2$.

```lean
/-- The expectation value `⟨ψ, A ψ⟩`, as a linear functional of the operator `A`. -/
def expect (ψ : V) : Module.End ℂ V →ₗ[ℂ] ℂ where
  toFun A := inner ℂ ψ (A ψ)
  map_add' A B := by simp
  map_smul' c A := by simp
```

The moments are $m_k=\langle X^k\rangle$, with $m_0=\|\psi\|^2$.

```lean
/-- The position moment `m_k = ⟨ψ, X^k ψ⟩`. -/
def moment (X : Module.End ℂ V) (ψ : V) (k : ℕ) : ℂ := expect ψ (X ^ k)
```

The hypotheses are symmetry of $X$ and $P$, the commutation relation and the eigenvalue equation with real $E$. Quantisation of $E$ is neither assumed nor derived, and $\psi=0$ is allowed.

```lean
/-- `ψ` solves the oscillator equation `(P² + X²)ψ/2 = E ψ` with real `E`, for symmetric
position `X` and momentum `P` obeying `XP - PX = i`. -/
structure IsOscillatorState (X P : Module.End ℂ V) (E : ℝ) (ψ : V) : Prop where
  symm_X : LinearMap.IsSymmetric X
  symm_P : LinearMap.IsSymmetric P
  ccr : X * P - P * X = Complex.I • (1 : Module.End ℂ V)
  eigen : (1 / 2 : ℂ) • (P ^ 2 + X ^ 2) ψ = (E : ℂ) • ψ
```

## (a) Momentum past a power of position

**Task.** Show for every natural $k$ that
$$PX^k=X^kP-ik\,X^{k-1}.$$

**Solution.** For $k=0$ both sides are $P$. If the formula holds for $k$, then
$$PX^{k+1}=(X^kP-ikX^{k-1})X=X^k(XP-i)-ikX^k=X^{k+1}P-i(k+1)X^k .$$

In Lean, `k - 1` is $0$ when $k=0$, but that term has coefficient zero. The induction `step` therefore runs over positive powers, and `module` collects the scalars.

```lean
/-- Momentum acts on powers of position as a derivative: `P X^k = X^k P - i k X^(k-1)`. -/
theorem momentum_mul_pow {X P : Module.End ℂ V}
    (hc : X * P - P * X = Complex.I • (1 : Module.End ℂ V)) (k : ℕ) :
    P * X ^ k = X ^ k * P - (Complex.I * (k : ℂ)) • X ^ (k - 1) := by
  have hPX : P * X = X * P - Complex.I • (1 : Module.End ℂ V) := by
    rw [← hc]; abel
  have step : ∀ n : ℕ,
      P * X ^ (n + 1) = X ^ (n + 1) * P - (Complex.I * ((n : ℂ) + 1)) • X ^ n := by
    intro n
    induction n with
    | zero => simp [hPX]
    | succ n ih =>
      calc P * X ^ (n + 1 + 1) = (P * X ^ (n + 1)) * X := by
            rw [pow_succ X (n + 1), mul_assoc]
        _ = X ^ (n + 1) * (P * X) - (Complex.I * ((n : ℂ) + 1)) • X ^ (n + 1) := by
            rw [ih, sub_mul, smul_mul_assoc, ← pow_succ X n, mul_assoc]
        _ = _ := by
            rw [hPX, mul_sub, ← mul_assoc, ← pow_succ X (n + 1), mul_smul_comm, mul_one]
            push_cast
            module
  rcases k with _ | n
  · simp
  · rw [step n, Nat.add_sub_cancel, Nat.cast_succ]
```

## (b) The energy past a power of position

**Task.** Put $T=P^2+X^2$, twice the Hamiltonian. Show that
$$TX^k=X^kT-ik\,(PX^{k-1}+X^{k-1}P).$$

**Solution.** $X^2$ commutes with $X^k$. For $P^2$, use (a) twice:
$$P(PX^k)=(PX^k)P-ikPX^{k-1}=X^kP^2-ikX^{k-1}P-ikPX^{k-1}.$$
These are the steps of the `calc` block for `h1`.

```lean
/-- Moving `P² + X²` past `X^k` costs `i k (P X^(k-1) + X^(k-1) P)`. -/
theorem energy_mul_pow {X P : Module.End ℂ V}
    (hc : X * P - P * X = Complex.I • (1 : Module.End ℂ V)) (k : ℕ) :
    (P ^ 2 + X ^ 2) * X ^ k = X ^ k * (P ^ 2 + X ^ 2)
      - (Complex.I * (k : ℂ)) • (P * X ^ (k - 1) + X ^ (k - 1) * P) := by
  have h := momentum_mul_pow hc k
  have hx : X ^ 2 * X ^ k = X ^ k * X ^ 2 := by
    rw [← pow_add, ← pow_add, add_comm]
  have h1 : P ^ 2 * X ^ k = X ^ k * P ^ 2
      - (Complex.I * (k : ℂ)) • (P * X ^ (k - 1) + X ^ (k - 1) * P) := by
    calc P ^ 2 * X ^ k = P * (P * X ^ k) := by rw [pow_two P, mul_assoc]
      _ = (P * X ^ k) * P - (Complex.I * (k : ℂ)) • (P * X ^ (k - 1)) := by
          conv_lhs => rw [h, mul_sub, mul_smul_comm, ← mul_assoc]
      _ = _ := by
          rw [h, sub_mul, smul_mul_assoc, mul_assoc (X ^ k) P P, ← pow_two P]
          module
  rw [add_mul, mul_add, h1, hx]
  module
```

## (c) The commutator with $X^kP$

**Task.** Show that
$$[T,X^kP]=2iX^{k+1}-2ik\,X^{k-1}P^2-k(k-1)X^{k-2}P.$$

**Solution.** Split it as $[T,X^k]P+X^k[T,P]$. By (a), $[T,P]=[X^2,P]=2iX$, which gives the first term. By (b), and (a) for $k-1$,
$$[T,X^k]P=-ik\,(PX^{k-1}P+X^{k-1}P^2)=-ik\,\bigl(2X^{k-1}P^2-i(k-1)X^{k-2}P\bigr),$$
which gives the other two. In the code `ht` is the commutator with $P$, `b` is the second use of (a), and `s` multiplies the two imaginary coefficients.

```lean
/-- The commutator of `P² + X²` with the product `X^k P`. -/
theorem energy_commutator_pow_mul {X P : Module.End ℂ V}
    (hc : X * P - P * X = Complex.I • (1 : Module.End ℂ V)) (k : ℕ) :
    (P ^ 2 + X ^ 2) * (X ^ k * P) - (X ^ k * P) * (P ^ 2 + X ^ 2)
      = (2 * Complex.I) • X ^ (k + 1) - (2 * Complex.I * (k : ℂ)) • (X ^ (k - 1) * P ^ 2)
        - ((k : ℂ) * ((k : ℂ) - 1)) • (X ^ (k - 2) * P) := by
  have b := momentum_mul_pow hc (k - 1)
  rw [show k - 1 - 1 = k - 2 by omega] at b
  have c : P * X ^ 2 = X ^ 2 * P - (2 * Complex.I) • X := by
    rw [momentum_mul_pow hc 2, show (2 - 1 : ℕ) = 1 from rfl, pow_one, Nat.cast_ofNat,
      mul_comm Complex.I]
  have ht : (P ^ 2 + X ^ 2) * P = P * (P ^ 2 + X ^ 2) + (2 * Complex.I) • X := by
    rw [add_mul, mul_add, c, ← pow_succ P 2, ← pow_succ' P 2]
    module
  have q : X ^ (k - 1) * P * P = X ^ (k - 1) * P ^ 2 := by rw [pow_two P, mul_assoc]
  have hk : (k : ℂ) * ((k - 1 : ℕ) : ℂ) = k * ((k : ℂ) - 1) := by
    cases k <;> simp
  have s : (Complex.I * (k : ℂ)) * (Complex.I * ((k - 1 : ℕ) : ℂ))
      = -((k : ℂ) * ((k : ℂ) - 1)) := by
    linear_combination ((k : ℂ) * ((k - 1 : ℕ) : ℂ)) * Complex.I_mul_I - hk
  rw [← mul_assoc (P ^ 2 + X ^ 2) (X ^ k) P, energy_mul_pow hc k, sub_mul, smul_mul_assoc,
    mul_assoc (X ^ k) (P ^ 2 + X ^ 2) P, ht, mul_add (X ^ k) (P * (P ^ 2 + X ^ 2)),
    mul_smul_comm, ← pow_succ X k, add_mul (P * X ^ (k - 1)), b, sub_mul, smul_mul_assoc, q,
    mul_assoc (X ^ k) P (P ^ 2 + X ^ 2)]
  linear_combination (norm := module) s • (X ^ (k - 2) * P)
```

## (d) The hypervirial theorem

**Task.** Show for every operator $A$ on the space that
$$\langle TA-AT\rangle=0.$$

**Solution.** $T$ is symmetric and $T\psi=2E\psi$. Since $E$ is real,
$$\langle\psi,TA\psi\rangle=\langle T\psi,A\psi\rangle=2E\langle A\rangle=\langle\psi,AT\psi\rangle .$$
The first two equalities together are `h1`, and the last is `h2`; `hs` supplies the symmetry of $T$.

```lean
/-- Hypervirial theorem: in an oscillator eigenstate the commutator of `P² + X²` with any
operator `A` has zero expectation value. -/
theorem hypervirial {X P : Module.End ℂ V} {E : ℝ} {ψ : V}
    (h : IsOscillatorState X P E ψ) (A : Module.End ℂ V) :
    expect ψ ((P ^ 2 + X ^ 2) * A - A * (P ^ 2 + X ^ 2)) = 0 := by
  have hs : LinearMap.IsSymmetric (P ^ 2 + X ^ 2) := by
    intro u v
    simp only [LinearMap.add_apply, pow_two, Module.End.mul_apply, inner_add_left,
      inner_add_right]
    rw [h.symm_P (P u) v, h.symm_P u (P v), h.symm_X (X u) v, h.symm_X u (X v)]
  have hT : (P ^ 2 + X ^ 2) ψ = ((2 * E : ℝ) : ℂ) • ψ := by
    calc (P ^ 2 + X ^ 2) ψ = (2 : ℂ) • ((1 / 2 : ℂ) • (P ^ 2 + X ^ 2) ψ) := by module
      _ = _ := by rw [h.eigen, smul_smul, Complex.ofReal_mul, Complex.ofReal_ofNat]
  -- let the energy act to the left in one term and to the right in the other
  have h1 : inner ℂ ψ ((P ^ 2 + X ^ 2) (A ψ)) = ((2 * E : ℝ) : ℂ) * inner ℂ ψ (A ψ) := by
    rw [← hs ψ (A ψ), hT, inner_smul_left, Complex.conj_ofReal]
  have h2 : inner ℂ ψ (A ((P ^ 2 + X ^ 2) ψ)) = ((2 * E : ℝ) : ℂ) * inner ℂ ψ (A ψ) := by
    rw [hT, map_smul, inner_smul_right]
  rw [map_sub]
  exact sub_eq_zero.mpr (h1.trans h2.symm)
```

## (e) The mixed expectation value

**Task.** Show that
$$2\langle X^kP\rangle=ik\,m_{k-1}.$$

**Solution.** Take $A=X^{k+1}$ in (d). By (b), $-i(k+1)\langle PX^k+X^kP\rangle=0$, and the prefactor is nonzero, so $\langle PX^k\rangle=-\langle X^kP\rangle$. By (a), $\langle PX^k\rangle=\langle X^kP\rangle-ik\,m_{k-1}$. Equate the two. They are `h1` and `h2` in the code.

```lean
/-- In an oscillator eigenstate `2⟨X^k P⟩ = i k m_(k-1)`. -/
theorem expect_pow_mul_momentum {X P : Module.End ℂ V} {E : ℝ} {ψ : V}
    (h : IsOscillatorState X P E ψ) (k : ℕ) :
    2 * expect ψ (X ^ k * P) = Complex.I * (k : ℂ) * moment X ψ (k - 1) := by
  have h0 := hypervirial h (X ^ (k + 1))
  rw [energy_mul_pow h.ccr (k + 1), Nat.add_sub_cancel, sub_sub_cancel_left] at h0
  simp only [map_neg, map_smul, map_add, smul_eq_mul, neg_eq_zero] at h0
  have hne : Complex.I * ((k + 1 : ℕ) : ℂ) ≠ 0 :=
    mul_ne_zero Complex.I_ne_zero (Nat.cast_ne_zero.mpr k.succ_ne_zero)
  have h1 : expect ψ (P * X ^ k) + expect ψ (X ^ k * P) = 0 := by
    refine (mul_eq_zero.mp ?_).resolve_left hne
    push_cast at h0 ⊢
    exact h0
  have h2 := congrArg (expect ψ) (momentum_mul_pow h.ccr k)
  simp only [map_sub, map_smul, smul_eq_mul] at h2
  unfold moment
  linear_combination h1 - h2
```

## (f) The moment recursion

**Task.** Show for every natural $j$ that
$$(2j+2)\,m_{j+1}=4jE\,m_{j-1}+\tfrac12 j(j-1)(j-2)\,m_{j-3},$$
where terms with a negative index have coefficient zero and are absent.

**Solution.** Take $A=X^jP$ in (d) and insert (c):
$$0=2i\,m_{j+1}-2ij\langle X^{j-1}P^2\rangle-j(j-1)\langle X^{j-2}P\rangle .$$
Since $P^2\psi=2E\psi-X^2\psi$, the middle expectation value is $2Em_{j-1}-m_{j+1}$. By (e), the last is $\tfrac i2(j-2)m_{j-3}$. Substitute and divide by $i$.

The code proves the middle substitution as `key`. The facts `h2` and `h3` treat small $j$ separately, and `linear_combination` does the final algebra.

```lean
/-- Moment recursion of the oscillator:
`(2j+2) m_(j+1) = 4jE m_(j-1) + j(j-1)(j-2) m_(j-3)/2` for every natural `j`; a moment of
negative order occurs only with coefficient zero. -/
theorem moment_recursion {X P : Module.End ℂ V} {E : ℝ} {ψ : V}
    (h : IsOscillatorState X P E ψ) (j : ℕ) :
    (2 * (j : ℂ) + 2) * moment X ψ (j + 1) = 4 * (j : ℂ) * E * moment X ψ (j - 1)
      + (j : ℂ) * ((j : ℂ) - 1) * ((j : ℂ) - 2) / 2 * moment X ψ (j - 3) := by
  have h0 := hypervirial h (X ^ j * P)
  rw [energy_commutator_pow_mul h.ccr j] at h0
  simp only [map_sub, map_smul, smul_eq_mul] at h0
  have h1 := expect_pow_mul_momentum h (j - 2)
  rw [show j - 2 - 1 = j - 3 by omega] at h1
  -- the eigenvalue equation trades P² for 2E - X²
  have e : (P ^ 2) ψ = (2 * (E : ℂ)) • ψ - (X ^ 2) ψ := by
    rw [mul_smul, ← h.eigen, LinearMap.add_apply]
    module
  have key : ∀ n : ℕ, expect ψ (X ^ n * P ^ 2)
      = 2 * (E : ℂ) * expect ψ (X ^ n) - expect ψ (X ^ (n + 2)) := by
    intro n
    change inner ℂ ψ ((X ^ n) ((P ^ 2) ψ))
      = 2 * (E : ℂ) * inner ℂ ψ ((X ^ n) ψ) - inner ℂ ψ ((X ^ (n + 2)) ψ)
    rw [e, map_sub, map_smul, inner_sub_right, inner_smul_right, pow_add X n 2,
      Module.End.mul_apply]
  have h2 : (j : ℂ) * expect ψ (X ^ (j - 1) * P ^ 2)
      = (j : ℂ) * (2 * (E : ℂ) * expect ψ (X ^ (j - 1)) - expect ψ (X ^ (j + 1))) := by
    rcases j with _ | n
    · simp
    · exact congrArg (fun z => ((n + 1 : ℕ) : ℂ) * z) (key n)
  have h3 : (j : ℂ) * ((j : ℂ) - 1) * ((j - 2 : ℕ) : ℂ)
      = (j : ℂ) * ((j : ℂ) - 1) * ((j : ℂ) - 2) := by
    rcases j with _ | _ | n
    · simp
    · simp
    · rw [show n + 1 + 1 - 2 = n by omega]
      push_cast
      ring
  unfold moment at h1 ⊢
  linear_combination (-Complex.I) * h0 + 2 * h2
    - (Complex.I * (j : ℂ) * ((j : ℂ) - 1) / 2) * h1
    + (expect ψ (X ^ (j - 3)) / 2) * h3
    - (-2 * expect ψ (X ^ (j + 1)) + 2 * (j : ℂ) * expect ψ (X ^ (j - 1) * P ^ 2)
      + (j : ℂ) * ((j : ℂ) - 1) * ((j - 2 : ℕ) : ℂ) * expect ψ (X ^ (j - 3)) / 2)
      * Complex.I_mul_I
```

## (g) The fourth moment

**Task.** Show that
$$m_4=\bigl(\tfrac32E^2+\tfrac38\bigr)\|\psi\|^2 .$$

**Solution.** In (f), $j=1$ gives $4m_2=4Em_0$, and $j=3$ gives $8m_4=12Em_2+3m_0$. Eliminate $m_2$; the code does so with `r1` and `r3`.

For the normalised ground state, $E=\tfrac12$, so $m_2=\tfrac12$ and $m_4=\tfrac38+\tfrac38=\tfrac34$. With $j=5$, (f) reads $12m_6=10\cdot\tfrac34+30\cdot\tfrac12=\tfrac{45}{2}$, so $m_6=\tfrac{15}{8}$.

```lean
/-- The fourth position moment is `(3E²/2 + 3/8)‖ψ‖²`. -/
theorem fourth_moment {X P : Module.End ℂ V} {E : ℝ} {ψ : V}
    (h : IsOscillatorState X P E ψ) :
    moment X ψ 4 = (3 / 2 * (E : ℂ) ^ 2 + 3 / 8) * (‖ψ‖ : ℂ) ^ 2 := by
  have hz : moment X ψ 0 = (‖ψ‖ : ℂ) ^ 2 := inner_self_eq_norm_sq_to_K ψ
  have r1 : (2 * ((1 : ℕ) : ℂ) + 2) * moment X ψ 2 = 4 * ((1 : ℕ) : ℂ) * E * moment X ψ 0
      + ((1 : ℕ) : ℂ) * (((1 : ℕ) : ℂ) - 1) * (((1 : ℕ) : ℂ) - 2) / 2 * moment X ψ 0 :=
    moment_recursion h 1
  have r3 : (2 * ((3 : ℕ) : ℂ) + 2) * moment X ψ 4 = 4 * ((3 : ℕ) : ℂ) * E * moment X ψ 2
      + ((3 : ℕ) : ℂ) * (((3 : ℕ) : ℂ) - 1) * (((3 : ℕ) : ℂ) - 2) / 2 * moment X ψ 0 :=
    moment_recursion h 3
  push_cast at r1 r3
  linear_combination r3 / 8 + (3 * (E : ℂ) / 8) * r1 + (3 / 2 * (E : ℂ) ^ 2 + 3 / 8) * hz
```

## (h) The odd moments

**Task.** Show for every natural $n$ that
$$m_{2n+1}=0.$$

**Solution.** Put $j=2n$ in (f). For $n=0$ it reads $2m_1=0$. For larger $n$ the right side contains only earlier odd moments, which vanish by strong induction. No parity operator is needed.

```lean
/-- All odd position moments of an oscillator eigenstate vanish. -/
theorem odd_moment_eq_zero {X P : Module.End ℂ V} {E : ℝ} {ψ : V}
    (h : IsOscillatorState X P E ψ) (n : ℕ) : moment X ψ (2 * n + 1) = 0 := by
  induction n using Nat.strong_induction_on with
  | _ n ih =>
    have hr := moment_recursion h (2 * n)
    have h1 : ((2 * n : ℕ) : ℂ) * moment X ψ (2 * n - 1) = 0 := by
      rcases n with _ | n
      · simp
      · rw [show 2 * (n + 1) - 1 = 2 * n + 1 by omega, ih n (by omega), mul_zero]
    have h2 : ((2 * n : ℕ) : ℂ) * (((2 * n : ℕ) : ℂ) - 1) * (((2 * n : ℕ) : ℂ) - 2)
        * moment X ψ (2 * n - 3) = 0 := by
      rcases n with _ | _ | n
      · simp
      · norm_num
      · rw [show 2 * (n + 1 + 1) - 3 = 2 * n + 1 by omega, ih n (by omega), mul_zero]
    have h3 : (2 * ((2 * n : ℕ) : ℂ) + 2) * moment X ψ (2 * n + 1) = 0 := by
      linear_combination hr + 4 * (E : ℂ) * h1 + h2 / 2
    exact (mul_eq_zero.mp h3).resolve_left
      (by exact_mod_cast (by omega : 2 * (2 * n) + 2 ≠ 0))
```

## (i) Two states with equal energy and norm

**Task.** Let $\psi$ and $\varphi$ be oscillator states for $(X,P)$ and $(Y,Q)$, possibly in different spaces, with the same $E$ and $\|\psi\|=\|\varphi\|$. Show for every $k$ that
$$\langle\psi,X^k\psi\rangle=\langle\varphi,Y^k\varphi\rangle .$$

**Solution.** For $k=0$ these are the squared norms. For $k=j+1$, both sides obey (f) with the same coefficients and, by strong induction, the same earlier moments. Cancel $2j+2\neq0$.

```lean
/-- Two oscillator eigenstates of equal energy and equal norm, possibly in different spaces,
have the same position moments. -/
theorem moments_determined_by_energy {X P : Module.End ℂ V} {Y Q : Module.End ℂ W} {E : ℝ}
    {ψ : V} {φ : W} (h : IsOscillatorState X P E ψ) (h' : IsOscillatorState Y Q E φ)
    (hn : ‖ψ‖ = ‖φ‖) (k : ℕ) : moment X ψ k = moment Y φ k := by
  induction k using Nat.strong_induction_on with
  | _ k ih =>
    rcases k with _ | j
    · have h1 : moment X ψ 0 = (‖ψ‖ : ℂ) ^ 2 := inner_self_eq_norm_sq_to_K ψ
      have h2 : moment Y φ 0 = (‖φ‖ : ℂ) ^ 2 := inner_self_eq_norm_sq_to_K φ
      rw [h1, h2, hn]
    · have hne : 2 * (j : ℂ) + 2 ≠ 0 := by exact_mod_cast (by omega : 2 * j + 2 ≠ 0)
      apply mul_left_cancel₀ hne
      rw [moment_recursion h j, moment_recursion h' j, ih (j - 1) (by omega),
        ih (j - 3) (by omega)]
```

## (j) Explicit operators on polynomials

**Task.** Let a polynomial $p$ stand for the wavefunction $p(x)e^{-x^2/2}$. Then $X$ multiplies by $x$, and $Pp=-i(p'-xp)$. Show that
$$XP-PX=i,\qquad \tfrac12(P^2+X^2)\,1=\tfrac12\cdot1 .$$

```lean
/-- Position on polynomials: multiplication by the variable. -/
def polyX : Module.End ℂ (Polynomial ℂ) := LinearMap.mulLeft ℂ Polynomial.X

/-- Momentum on polynomials `p` standing for `p(x) exp(-x²/2)`: `p ↦ -i (p' - x p)`. -/
def polyP : Module.End ℂ (Polynomial ℂ) :=
  (-Complex.I) • (Polynomial.derivative - LinearMap.mulLeft ℂ Polynomial.X)
```

**Solution.** For the commutator,
$$XPp-PXp=-i(xp'-x^2p)+i(p+xp'-x^2p)=ip .$$
For the constant polynomial, $P1=ix$ and $P(ix)=1-x^2$, so $(P^2+X^2)1=1$. The code expands the derivatives with `simp only` and uses $i^2=-1$ as `hI`.

This confirms the two algebraic hypotheses with $E=\tfrac12$. The polynomials carry no inner product here, so symmetry is left open.

```lean
-- The inner product is not constructed here; the witness concerns the algebraic relations.
/-- The polynomial operators obey `XP - PX = i`, and the constant polynomial `1` solves the
oscillator equation with `E = 1/2`. -/
theorem oscillator_relations_witness :
    polyX * polyP - polyP * polyX = Complex.I • (1 : Module.End ℂ (Polynomial ℂ)) ∧
    (1 / 2 : ℂ) • (polyP ^ 2 + polyX ^ 2) (1 : Polynomial ℂ)
      = (1 / 2 : ℂ) • (1 : Polynomial ℂ) := by
  constructor
  · refine LinearMap.ext fun p => ?_
    simp only [polyX, polyP, LinearMap.sub_apply, Module.End.mul_apply, LinearMap.smul_apply,
      LinearMap.mulLeft_apply, Polynomial.derivative_mul, Polynomial.derivative_X, one_mul,
      Module.End.one_apply, Polynomial.smul_eq_C_mul, Polynomial.C_neg]
    ring
  · have hI : (Polynomial.C Complex.I) * (Polynomial.C Complex.I) = -1 := by
      rw [← Polynomial.C_mul, Complex.I_mul_I, Polynomial.C_neg, Polynomial.C_1]
    have hT : (polyP ^ 2 + polyX ^ 2) (1 : Polynomial ℂ) = 1 := by
      simp only [polyX, polyP, pow_two, LinearMap.add_apply, LinearMap.sub_apply,
        Module.End.mul_apply, LinearMap.smul_apply, LinearMap.mulLeft_apply,
        Polynomial.smul_eq_C_mul, Polynomial.C_neg, Polynomial.derivative_mul,
        Polynomial.derivative_neg, Polynomial.derivative_sub, Polynomial.derivative_C,
        Polynomial.derivative_X, Polynomial.derivative_one, Polynomial.derivative_zero]
      linear_combination (-(1 - Polynomial.X ^ 2)) * hI
    rw [hT]

end OscillatorMoments
```

```lean
#print axioms OscillatorMoments.fourth_moment
-- 'OscillatorMoments.fourth_moment' depends on axioms: [propext, Classical.choice, Quot.sound]
#print axioms OscillatorMoments.odd_moment_eq_zero
-- 'OscillatorMoments.odd_moment_eq_zero' depends on axioms: [propext, Classical.choice, Quot.sound]
#print axioms OscillatorMoments.moments_determined_by_energy
-- 'OscillatorMoments.moments_determined_by_energy' depends on axioms: [propext, Classical.choice, Quot.sound]
```
